# A Givens rotation of two distinct orbitals is unitary

A Givens rotation mixes two orbitals through a real angle and leaves the others alone. The lemma `givens_mem_unitary` states that, for a finite set of orbitals, two distinct members `i` and `j` and any real `θ`, the complex matrix of this rotation is unitary. The proof first shows, entry by entry, that the conjugate transpose of the rotation by `θ` is the rotation by `-θ`. It then uses the earlier lemma `givens_mul_neg`, by which the product of these two rotations is the identity.

The first attempt, which Lean rejects:

```lean
import Mathlib

open Matrix

namespace GivensMemUnitary

noncomputable section

variable {n : Type*} [Fintype n] [DecidableEq n]

/-- The real Givens rotation by the angle `θ` of two distinct orbitals `i` and `j`:
the identity matrix with its rows `i` and `j` rotated into each other. -/
def givens (i j : n) (θ : ℝ) : Matrix n n ℂ :=
  Matrix.of fun k l =>
    if k = i then (Real.cos θ : ℂ) * (1 : Matrix n n ℂ) i l - Real.sin θ * (1 : Matrix n n ℂ) j l
    else if k = j then
      (Real.sin θ : ℂ) * (1 : Matrix n n ℂ) i l + Real.cos θ * (1 : Matrix n n ℂ) j l
    else (1 : Matrix n n ℂ) k l

/-- Multiplication by a Givens rotation from the left mixes rows `i` and `j` and leaves
every other row alone. -/
theorem givens_mul_apply (i j : n) (θ : ℝ) (M : Matrix n n ℂ) (k l : n) :
    (givens i j θ * M) k l =
      if k = i then (Real.cos θ : ℂ) * M i l - Real.sin θ * M j l
      else if k = j then (Real.sin θ : ℂ) * M i l + Real.cos θ * M j l
      else M k l := by
  by_cases h1 : k = i
  · simp [Matrix.mul_apply, givens, Matrix.one_apply, h1, sub_mul, Finset.sum_sub_distrib]
  · by_cases h2 : k = j
    · have h3 : ¬ j = i := fun h => h1 (h2.trans h)
      simp [Matrix.mul_apply, givens, Matrix.one_apply, h2, h3, add_mul, Finset.sum_add_distrib]
    · simp [Matrix.mul_apply, givens, Matrix.one_apply, h1, h2]

/-- For distinct orbitals, the rotation by `-θ` undoes the rotation by `θ`. -/
theorem givens_mul_neg {i j : n} (h : i ≠ j) (θ : ℝ) :
    givens i j θ * givens i j (-θ) = 1 := by
  have hcs : (Real.cos θ : ℂ) ^ 2 + (Real.sin θ : ℂ) ^ 2 = 1 := by
    exact_mod_cast Real.cos_sq_add_sin_sq θ
  ext k l
  rw [givens_mul_apply]
  by_cases h1 : k = i
  · rw [h1]
    simp only [givens, Matrix.of_apply, h.symm, ↓reduceIte, Real.cos_neg, Real.sin_neg,
      Complex.ofReal_neg]
    linear_combination ((1 : Matrix n n ℂ) i l) * hcs
  · by_cases h2 : k = j
    · rw [h2]
      simp only [givens, Matrix.of_apply, h.symm, ↓reduceIte, Real.cos_neg, Real.sin_neg,
        Complex.ofReal_neg]
      linear_combination ((1 : Matrix n n ℂ) j l) * hcs
    · simp only [h1, h2, givens, Matrix.of_apply, ↓reduceIte]

/-- A Givens rotation of two distinct orbitals is unitary. -/
theorem givens_mem_unitary {i j : n} (h : i ≠ j) (θ : ℝ) :
    givens i j θ ∈ Matrix.unitaryGroup n ℂ := by
  have hc : (givens i j θ)ᴴ = givens i j (-θ) := by
    ext k l
    simp only [Matrix.conjTranspose_apply, givens, Matrix.of_apply, Matrix.one_apply,
      Real.cos_neg, Real.sin_neg]
    split_ifs <;> simp_all [-Complex.ofReal_cos, -Complex.ofReal_sin]
  rw [Matrix.mem_unitaryGroup_iff, Matrix.star_eq_conjTranspose, hc, givens_mul_neg h]

end

end GivensMemUnitary
```

Compiling this gives:

```
Main.lean:60:18: error: Tactic `simp` failed with a nested error:
maximum recursion depth has been reached
use `set_option maxRecDepth <num>` to increase limit
use `set_option diagnostics true` to get diagnostic information
```

Diagnosis. The error is in the entrywise proof of `hc`, where `simp_all` runs into a rewriting loop. The definition of `givens` tests whether the row index equals `i`, and the entries of the identity matrix, unfolded by `Matrix.one_apply`, test whether `i` equals the column index. Since `hc` compares a matrix with a conjugate transpose, the same two indices are tested in both orders. In the case where `k` and `l` are both `i`, for example, `split_ifs` leaves both `i = k` and `k = i` in the context. `simp_all` uses each hypothesis as a left-to-right rewrite rule on the others and on the goal. With these two rules, the `i` in `i ≠ j` becomes `k`, then `i` again, and so on until the recursion limit is reached.

The repair first calls `subst_vars`, which removes the equations between variables by substitution, so no such pair of rules is left. Then `simp ... at *` simplifies the hypotheses and the goal without using the hypotheses as rewrite rules for each other. An impossible case now shows itself by a hypothesis such as `¬i = i`, which `simp` reduces to `False`, and in the others the entries are compared directly. The two lemmas excluded from the simplifier are the same as before.

This version goes through:

```diff
@@ -58,5 +58,5 @@
     simp only [Matrix.conjTranspose_apply, givens, Matrix.of_apply, Matrix.one_apply,
       Real.cos_neg, Real.sin_neg]
-    split_ifs <;> simp_all [-Complex.ofReal_cos, -Complex.ofReal_sin]
+    split_ifs <;> subst_vars <;> simp [-Complex.ofReal_cos, -Complex.ofReal_sin] at *
   rw [Matrix.mem_unitaryGroup_iff, Matrix.star_eq_conjTranspose, hc, givens_mul_neg h]
 
```
